# The fractional pp-RPA interaction energy of the repulsive Hubbard atom is piecewise linear

Put half an electron of each spin on a single site with repulsion $U$: mean-field theory charges $U/4$ for the repulsion, although one electron has nothing to repel. The particle-particle random-phase approximation (pp-RPA) matrix is then $e\,\mathbb 1+\tfrac U4\begin{pmatrix}1&1\\-1&-1\end{pmatrix}$, with $e$ the sum of the two spin-orbital energies; its only eigenvalue is $e$, which lies $U/4$ below the upper left entry, and this difference is the correlation energy that cancels the mean-field term.

In Lean 4 with Mathlib:

```lean
import Mathlib

open Matrix

namespace HubbardAtomPPRPA

noncomputable section

/-- Particle-particle block `A` of the Hubbard atom with spin occupations `p`, `q`. -/
def ppBlock (U e p q : ℝ) : ℝ := e + U * ((1 - p) * (1 - q))

/-- Hole-hole block `C` of the Hubbard atom. -/
def hhBlock (U e p q : ℝ) : ℝ := -e + U * (p * q)

/-- Coupling `B` between the particle pair and the hole pair. -/
def coupling (U p q : ℝ) : ℝ := U * √(p * q * (1 - p) * (1 - q))

/-- The pp-RPA matrix `[[A, B], [-B, -C]]`. -/
def ppMatrix (U e p q : ℝ) : Matrix (Fin 2) (Fin 2) ℝ :=
  !![ppBlock U e p q, coupling U p q; -coupling U p q, -hhBlock U e p q]

/-- The real eigenvalues of the pp-RPA matrix. -/
def pairSpectrum (U e p q : ℝ) : Set ℝ :=
  {w | ∃ v : Fin 2 → ℝ, v ≠ 0 ∧ ppMatrix U e p q *ᵥ v = w • v}

/-- The upper end of the pair spectrum. -/
def additionEnergy (U e p q : ℝ) : ℝ := sSup (pairSpectrum U e p q)

/-- Mean-field repulsion `U p q` plus the pp-RPA correlation energy `w - A`. -/
def ppEnergy (U e p q : ℝ) : ℝ :=
  U * p * q + additionEnergy U e p q - ppBlock U e p q

/-- The eigenvalue equation written out for the particle and hole amplitudes. -/
theorem eigen_iff (U e p q w : ℝ) (v : Fin 2 → ℝ) :
    ppMatrix U e p q *ᵥ v = w • v ↔
      ppBlock U e p q * v 0 + coupling U p q * v 1 = w * v 0 ∧
      -coupling U p q * v 0 + -hhBlock U e p q * v 1 = w * v 1 := by
  have e0 : (ppMatrix U e p q *ᵥ v) 0 =
      ppBlock U e p q * v 0 + coupling U p q * v 1 := by
    simp [ppMatrix, Matrix.mulVec, dotProduct, Fin.sum_univ_two]
  have e1 : (ppMatrix U e p q *ᵥ v) 1 =
      -coupling U p q * v 0 + -hhBlock U e p q * v 1 := by
    simp [ppMatrix, Matrix.mulVec, dotProduct, Fin.sum_univ_two]
  rw [funext_iff, Fin.forall_fin_two, e0, e1]
  rfl

/-- The secular determinant factorises into two linear factors. -/
theorem secular_det (U e w : ℝ) {p q : ℝ} (hp : p ∈ Set.Icc (0 : ℝ) 1)
    (hq : q ∈ Set.Icc (0 : ℝ) 1) :
    (ppMatrix U e p q - w • (1 : Matrix (Fin 2) (Fin 2) ℝ)).det =
      (w - e) * (w - e - U * (1 - p - q)) := by
  have hr : 0 ≤ p * q * (1 - p) * (1 - q) :=
    mul_nonneg (mul_nonneg (mul_nonneg hp.1 hq.1) (sub_nonneg.2 hp.2)) (sub_nonneg.2 hq.2)
  have hM : ppMatrix U e p q - w • (1 : Matrix (Fin 2) (Fin 2) ℝ) =
      !![ppBlock U e p q - w, coupling U p q; -coupling U p q, -hhBlock U e p q - w] := by
    ext i j
    fin_cases i <;> fin_cases j <;> simp [ppMatrix]
  rw [hM, Matrix.det_fin_two_of]
  unfold ppBlock hhBlock coupling
  -- the square of the coupling cancels the product of the interaction terms
  linear_combination U ^ 2 * Real.sq_sqrt hr

/-- The pair spectrum consists of `e` and `e + U (1 - p - q)`. -/
theorem mem_pairSpectrum_iff (U e w : ℝ) {p q : ℝ} (hp : p ∈ Set.Icc (0 : ℝ) 1)
    (hq : q ∈ Set.Icc (0 : ℝ) 1) :
    w ∈ pairSpectrum U e p q ↔ w = e ∨ w = e + U * (1 - p - q) := by
  have h1 : w ∈ pairSpectrum U e p q ↔
      ∃ v : Fin 2 → ℝ, v ≠ 0 ∧
        (ppMatrix U e p q - w • (1 : Matrix (Fin 2) (Fin 2) ℝ)) *ᵥ v = 0 := by
    simp only [pairSpectrum, Set.mem_ofPred_eq, Matrix.sub_mulVec, Matrix.smul_mulVec,
      Matrix.one_mulVec, sub_eq_zero]
  rw [h1, Matrix.exists_mulVec_eq_zero_iff, secular_det U e w hp hq, mul_eq_zero]
  constructor
  · rintro (h | h)
    · left; linarith
    · right; linarith
  · rintro (h | h)
    · left; linarith
    · right; linarith

/-- The largest pp-RPA eigenvalue exists and equals `e + U max(0, 1 - p - q)`. -/
theorem isGreatest_pairSpectrum {U : ℝ} (hU : 0 ≤ U) (e : ℝ) {p q : ℝ}
    (hp : p ∈ Set.Icc (0 : ℝ) 1) (hq : q ∈ Set.Icc (0 : ℝ) 1) :
    IsGreatest (pairSpectrum U e p q) (e + U * max 0 (1 - p - q)) := by
  constructor
  · rw [mem_pairSpectrum_iff U e _ hp hq]
    rcases le_total (1 - p - q) 0 with h | h
    · left; rw [max_eq_left h]; ring
    · right; rw [max_eq_right h]
  · intro w hw
    have h0 := mul_nonneg hU (le_max_left 0 (1 - p - q))
    have h1 := mul_le_mul_of_nonneg_left (le_max_right 0 (1 - p - q)) hU
    rcases (mem_pairSpectrum_iff U e w hp hq).1 hw with h | h <;> linarith

/-- The fractional pp-RPA interaction energy of the Hubbard atom is
`U max(0, p + q - 1)`, piecewise linear in the electron number `p + q`. -/
theorem ppEnergy_eq {U : ℝ} (hU : 0 ≤ U) (e : ℝ) {p q : ℝ}
    (hp : p ∈ Set.Icc (0 : ℝ) 1) (hq : q ∈ Set.Icc (0 : ℝ) 1) :
    ppEnergy U e p q = U * max 0 (p + q - 1) := by
  unfold ppEnergy additionEnergy ppBlock
  rw [(isGreatest_pairSpectrum hU e hp hq).csSup_eq]
  rcases le_total (p + q) 1 with h | h
  · rw [max_eq_right (by linarith : 0 ≤ 1 - p - q),
      max_eq_left (by linarith : p + q - 1 ≤ 0)]
    ring
  · rw [max_eq_left (by linarith : 1 - p - q ≤ 0),
      max_eq_right (by linarith : 0 ≤ p + q - 1)]
    ring

/-- Away from one electron, the largest eigenvalue is exactly the one that has an
eigenvector of positive pp-RPA norm `x² - y²`. -/
theorem positive_norm_iff {U : ℝ} (hU : 0 ≤ U) (e w : ℝ) {p q : ℝ}
    (hp : p ∈ Set.Icc (0 : ℝ) 1) (hq : q ∈ Set.Icc (0 : ℝ) 1) (hN : p + q ≠ 1) :
    (∃ v : Fin 2 → ℝ, ppMatrix U e p q *ᵥ v = w • v ∧ 0 < v 0 ^ 2 - v 1 ^ 2) ↔
      w = additionEnergy U e p q := by
  have ha : 0 ≤ (1 - p) * (1 - q) := mul_nonneg (sub_nonneg.2 hp.2) (sub_nonneg.2 hq.2)
  have hb : 0 ≤ p * q := mul_nonneg hp.1 hq.1
  have hB : coupling U p q = U * (√((1 - p) * (1 - q)) * √(p * q)) := by
    rw [← Real.sqrt_mul ha, coupling,
      show (1 - p) * (1 - q) * (p * q) = p * q * (1 - p) * (1 - q) by ring]
  have hs := Real.sq_sqrt ha
  have ht := Real.sq_sqrt hb
  have hG := isGreatest_pairSpectrum hU e hp hq
  generalize √((1 - p) * (1 - q)) = s at hB hs
  generalize √(p * q) = t at hB ht
  rw [additionEnergy, hG.csSup_eq]
  constructor
  · rintro ⟨v, hv, hn⟩
    have hv0 : v ≠ 0 := by
      rintro rfl
      simp at hn
    obtain ⟨h1, h2⟩ := (eigen_iff U e p q w v).1 hv
    simp only [ppBlock, hhBlock] at h1 h2
    -- the distance to either eigenvalue, times the norm, is a square
    have k1 : (w - e) * (v 0 ^ 2 - v 1 ^ 2) = U * (s * v 0 + t * v 1) ^ 2 := by
      linear_combination (-v 0) * h1 + v 1 * h2 - U * v 0 ^ 2 * hs - U * v 1 ^ 2 * ht
        + 2 * v 0 * v 1 * hB
    have k2 : (w - e - U * (1 - p - q)) * (v 0 ^ 2 - v 1 ^ 2) =
        U * (t * v 0 + s * v 1) ^ 2 := by
      linear_combination (-v 0) * h1 + v 1 * h2 - U * v 0 ^ 2 * ht - U * v 1 ^ 2 * hs
        + 2 * v 0 * v 1 * hB
    have g1 : 0 ≤ w - e :=
      le_of_mul_le_mul_right (by rw [zero_mul, k1]; positivity) hn
    have g2 : 0 ≤ w - e - U * (1 - p - q) :=
      le_of_mul_le_mul_right (by rw [zero_mul, k2]; positivity) hn
    have hw : IsGreatest (pairSpectrum U e p q) w := by
      refine ⟨⟨v, hv0, hv⟩, fun u hu => ?_⟩
      rcases (mem_pairSpectrum_iff U e u hp hq).1 hu with h | h <;> linarith
    exact hw.unique hG
  · rintro rfl
    rcases lt_or_gt_of_ne hN with h | h
    · rw [max_eq_right (by linarith : 0 ≤ 1 - p - q)]
      refine ⟨![s, -t], (eigen_iff _ _ _ _ _ _).2 ⟨?_, ?_⟩, ?_⟩
      · change ppBlock U e p q * s + coupling U p q * (-t) = (e + U * (1 - p - q)) * s
        unfold ppBlock
        linear_combination (-t) * hB - U * s * ht
      · change -coupling U p q * s + -hhBlock U e p q * (-t) = (e + U * (1 - p - q)) * (-t)
        unfold hhBlock
        linear_combination (-s) * hB - U * t * hs
      · change 0 < s ^ 2 - (-t) ^ 2
        linarith [neg_sq t]
    · rw [max_eq_left (by linarith : 1 - p - q ≤ 0)]
      refine ⟨![t, -s], (eigen_iff _ _ _ _ _ _).2 ⟨?_, ?_⟩, ?_⟩
      · change ppBlock U e p q * t + coupling U p q * (-s) = (e + U * 0) * t
        unfold ppBlock
        linear_combination (-s) * hB - U * t * hs
      · change -coupling U p q * t + -hhBlock U e p q * (-s) = (e + U * 0) * (-s)
        unfold hhBlock
        linear_combination (-t) * hB - U * s * ht
      · change 0 < t ^ 2 - (-s) ^ 2
        linarith [neg_sq s]

/-- At one electron with both spins fractionally occupied, every eigenvector of the
pp-RPA matrix has zero norm `x² - y²`. -/
theorem zero_norm_at_one_electron {U p : ℝ} (hU : 0 < U) (hp0 : 0 < p) (hp1 : p < 1)
    (e w : ℝ) (v : Fin 2 → ℝ) (hv : ppMatrix U e p (1 - p) *ᵥ v = w • v) :
    v 0 ^ 2 - v 1 ^ 2 = 0 := by
  have hg : 0 < p * (1 - p) := mul_pos hp0 (sub_pos.2 hp1)
  have hB : coupling U p (1 - p) = U * (p * (1 - p)) := by
    rw [coupling, show p * (1 - p) * (1 - p) * (1 - (1 - p)) = (p * (1 - p)) ^ 2 by ring,
      Real.sqrt_sq hg.le]
  obtain ⟨h1, h2⟩ := (eigen_iff _ _ _ _ _ _).1 hv
  rw [hB] at h1 h2
  simp only [ppBlock, hhBlock] at h1 h2
  -- adding the two rows leaves only the shift of the eigenvalue from `e`
  have h3 : (w - e) * (v 0 + v 1) = 0 := by linear_combination -h1 - h2
  have h4 : v 0 + v 1 = 0 := by
    rcases mul_eq_zero.1 h3 with h | h
    · have h5 : U * (p * (1 - p)) * (v 0 + v 1) = 0 := by
        linear_combination h1 + v 0 * h
      exact (mul_eq_zero.1 h5).resolve_left (mul_pos hU hg).ne'
    · exact h
  linear_combination (v 0 - v 1) * h4

/-- However `N` electrons are distributed over the two spins, the pp-RPA interaction
energy has slope `0` to the left and slope `U` to the right of `N = 1`. -/
theorem slope_jump {U : ℝ} (hU : 0 ≤ U) (e : ℝ) (p q : ℝ → ℝ)
    (hp : ∀ N ∈ Set.Icc (0 : ℝ) 2, p N ∈ Set.Icc (0 : ℝ) 1)
    (hq : ∀ N ∈ Set.Icc (0 : ℝ) 2, q N ∈ Set.Icc (0 : ℝ) 1)
    (hN : ∀ N ∈ Set.Icc (0 : ℝ) 2, p N + q N = N) :
    HasDerivWithinAt (fun N => ppEnergy U e (p N) (q N)) 0 (Set.Icc 0 1) 1 ∧
    HasDerivWithinAt (fun N => ppEnergy U e (p N) (q N)) U (Set.Icc 1 2) 1 := by
  have hE : ∀ N ∈ Set.Icc (0 : ℝ) 2,
      ppEnergy U e (p N) (q N) = U * max 0 (N - 1) := fun N h => by
    rw [ppEnergy_eq hU e (hp N h) (hq N h), hN N h]
  have hl : ∀ N ∈ Set.Icc (0 : ℝ) 1, ppEnergy U e (p N) (q N) = 0 := fun N h => by
    rw [hE N ⟨h.1, by linarith [h.2]⟩, max_eq_left (by linarith [h.2]), mul_zero]
  have hr : ∀ N ∈ Set.Icc (1 : ℝ) 2, ppEnergy U e (p N) (q N) = U * (N - 1) :=
    fun N h => by
      rw [hE N ⟨by linarith [h.1], h.2⟩, max_eq_right (by linarith [h.1])]
  have hd : HasDerivAt (fun N : ℝ => U * (N - 1)) U 1 :=
    (((hasDerivAt_id' (1 : ℝ)).sub_const 1).const_mul U).congr_deriv (mul_one U)
  exact ⟨(hasDerivWithinAt_const (1 : ℝ) (Set.Icc (0 : ℝ) 1) (0 : ℝ)).congr hl
      (hl 1 ⟨by norm_num, le_refl _⟩),
    hd.hasDerivWithinAt.congr hr (hr 1 ⟨le_refl _, by norm_num⟩)⟩

end

end HubbardAtomPPRPA
```

```lean
#print axioms HubbardAtomPPRPA.ppEnergy_eq
#print axioms HubbardAtomPPRPA.positive_norm_iff
#print axioms HubbardAtomPPRPA.zero_norm_at_one_electron
#print axioms HubbardAtomPPRPA.slope_jump
```

```
'HubbardAtomPPRPA.ppEnergy_eq' depends on axioms: [propext, Classical.choice, Quot.sound]
'HubbardAtomPPRPA.positive_norm_iff' depends on axioms: [propext, Classical.choice, Quot.sound]
'HubbardAtomPPRPA.zero_norm_at_one_electron' depends on axioms: [propext, Classical.choice, Quot.sound]
'HubbardAtomPPRPA.slope_jump' depends on axioms: [propext, Classical.choice, Quot.sound]
```

## Energy as a function of the two spin occupations

Let $p$ and $q$ be the occupations of the two spin orbitals, each in $[0,1]$, and let $N=p+q$. The main theorem, `ppEnergy_eq`, says that for $U\ge 0$ and every real $e$

$$Upq+w-A=U\max(0,\,p+q-1),$$

where $w$ is the largest eigenvalue of

$$M=\begin{pmatrix}A&B\\-B&-C\end{pmatrix},\qquad
\begin{aligned}A&=e+U(1-p)(1-q),\\ C&=-e+Upq,\\ B&=U\sqrt{pq(1-p)(1-q)}.\end{aligned}$$

In the file these are `ppBlock`, `hhBlock`, `coupling` and `ppMatrix`. The set `pairSpectrum` holds the real numbers that have a nonzero eigenvector, and `additionEnergy` is its supremum. `isGreatest_pairSpectrum` shows that this supremum is itself an eigenvalue, so $w$ is a true maximum.

The energy `ppEnergy` adds the correlation energy $w-A$ to the mean-field repulsion $Upq$. The one-electron energy is left out.

## Fractional occupations in the pair matrix

$A$ describes adding a pair of opposite-spin electrons, $C$ removing one, and $B$ couples the two processes. The factors $(1-p)(1-q)$ and $pq$ measure how far the site is open to each process; the coupling carries the square root of their product. These blocks are the definition of the fractional model here, not derived from a Hamiltonian.

At $N=0,1,2$ the exact ground-state interaction energies are $0,0,U$, and the formula joins them by straight lines. For this one-orbital model, pp-RPA therefore avoids the fractional-charge and fractional-spin errors of many approximate density functionals; larger systems are not covered.

The integer corners show the matrix at its simplest, since $B=0$ there. The empty site has $w=A=e+U$ and energy $0$. The full site has $w=A=e$ and energy $U$. With one electron in a single spin orbital, $M=e\,\mathbb 1$ and the energy is $0$.

## Why the square root disappears

Write $a=(1-p)(1-q)$ and $b=pq$, so that $a-b=1-p-q$ and $B^2=U^2ab$. With $x=w-e$, for any trial value $w$,

$$\det(M-w\mathbb 1)=(Ua-x)(-Ub-x)+U^2ab=x^2-U(a-b)x=x\,\bigl(x-U(1-p-q)\bigr).$$

This is `secular_det`. Its `linear_combination` step supplies the square of the root, which is legitimate because the occupations lie in $[0,1]$.

A nonzero eigenvector exists exactly when the determinant vanishes, so `mem_pairSpectrum_iff` finds the eigenvalues $e$ and $e+U(1-p-q)$. For $U\ge0$ the larger is $w=e+U\max(0,1-p-q)$. Hence

$$Upq+w-A=U\bigl[\max(0,a-b)-(a-b)\bigr]=U\max(0,b-a)=U\max(0,p+q-1).$$

The proof of `ppEnergy_eq` does this last step by treating $N\le1$ and $N\ge1$ separately.

## The largest eigenvalue is the addition mode

In pp-RPA, an addition mode is recognised by positive norm $x^2-y^2$, where $x$ and $y$ now denote the particle and hole amplitudes, `v 0` and `v 1`. Theorem `positive_norm_iff` shows that for $U\ge0$ and $N\neq1$ this criterion selects the same $w$ as taking the largest eigenvalue.

The eigenvalue equations, written out by `eigen_iff`, are $Ax+By=wx$ and $-Bx-Cy=wy$. Multiply the first by $x$, the second by $y$, and subtract:

$$w(x^2-y^2)=Ax^2+2Bxy+Cy^2.$$

With $s=\sqrt a$, $t=\sqrt b$ and $B=Ust$, this rearranges to

$$\begin{aligned}(w-e)(x^2-y^2)&=U(sx+ty)^2,\\ (w-e-U(1-p-q))(x^2-y^2)&=U(tx+sy)^2.\end{aligned}$$

These are `k1` and `k2` in the proof. If the norm is positive, $w$ is at least as large as both eigenvalues, and so it is the largest.

Conversely, the proof exhibits a vector of positive norm. For $N<1$ it is $(s,-t)$, with norm $s^2-t^2=1-N$; for $N>1$ it is $(t,-s)$, with norm $N-1$. Normalised to $x^2-y^2=1$, they are

$$\frac{(s,-t)}{\sqrt{1-N}}\quad(N<1),\qquad \frac{(t,-s)}{\sqrt{N-1}}\quad(N>1).$$

## Zero norm and the slope jump at one electron

Set $q=1-p$ with $0<p<1$ and $U>0$, and let $g=p(1-p)$. Then $a=b=g$ and $B=Ug$, and adding the two eigenvalue equations gives $(w-e)(x+y)=0$. If $w=e$, the first equation reduces to $Ug(x+y)=0$. In either case $x+y=0$, so the norm vanishes.

This is `zero_norm_at_one_electron`: the usual normalisation to $\pm1$ fails at the kink, although the energy is well defined. The strict bounds on $p$ matter, because at $p=0$ or $p=1$ the matrix is $e\,\mathbb 1$ and has eigenvectors of either sign of norm.

For `slope_jump`, the repulsion only has to satisfy $U\ge0$, and $p$ and $q$ become functions of $N\in[0,2]$ with values in $[0,1]$ and sum $N$. They need not be continuous, because the energy depends only on their sum: it is $0$ for $N\le1$ and $U(N-1)$ for $N\ge1$. The proof differentiates these two expressions within $[0,1]$ and $[1,2]$, which gives the one-sided slopes $0$ and $U$ at $N=1$.

The theorem keeps $e$ fixed as $N$ varies, whereas mean-field orbital energies would shift with occupation. Since `ppEnergy_eq` holds for every $e$ and its right-hand side does not contain $e$, such a shift leaves the energy curve unchanged.
